# Local momentum moments of the Wigner function from derivatives of a Schwartz wave function

Let \(\psi\) be a Schwartz function on the real line, let \(\hbar>0\), and let \(W(q,p)\) be the Wigner function of \(\psi\), defined with the prefactor \(1/(2\pi\hbar)\). At every position \(q\), the moments \(M_n(q)=\int p^n\,W(q,p)\,dp\) converge for all \(n\), and the first three are

\[
M_0=|\psi|^2,\qquad M_1=\hbar\,\mathrm{Im}(\psi^*\psi'),\qquad M_2=\frac{\hbar^2}{2}\left(|\psi'|^2-\mathrm{Re}(\psi^*\psi'')\right).
\]

For a normalised \(\psi\) and a single particle with Hamiltonian \(p^2/2m+V(q)\), \(M_1/m\) is the probability current. \(M_2/2m\) is a kinetic-energy density, the average of the two common forms \(\hbar^2|\psi'|^2/2m\) and \(-\hbar^2\,\mathrm{Re}(\psi^*\psi'')/2m\).

## The Wigner function and its moments

```lean
import Mathlib

open MeasureTheory Complex
open scoped FourierTransform SchwartzMap ComplexConjugate Real

namespace WignerMomentumMoments

noncomputable section
```

This loads Mathlib and some notation. `𝓢(ℝ, ℂ)` is the type of Schwartz functions: smooth, with every derivative decaying faster than any inverse power. `conj` is complex conjugation, and `𝓕` is the Fourier transform \(\hat g(\xi)=\int e^{-2\pi i x\xi}g(x)\,dx\).

```lean
/-- The point-split product `a(q + y/2) conj b(q - y/2)` of two wave functions. -/
def pointSplit (a b : ℝ → ℂ) (q y : ℝ) : ℂ := a (q + y / 2) * conj (b (q - y / 2))
```

For two functions \(a,b\), this is \(a(q+y/2)\,b^*(q-y/2)\), with \(y\) the separation of the two points. The Wigner function needs only \(a=b=\psi\); the general form serves later, when one factor has been differentiated.

```lean
/-- The Wigner function of `ψ` at position `q` and momentum `p`. -/
def wigner (ħ : ℝ) (ψ : ℝ → ℂ) (q p : ℝ) : ℂ :=
  ((2 * π * ħ : ℝ) : ℂ)⁻¹ * ∫ y : ℝ, exp (-(I * p * y / ħ)) * pointSplit ψ ψ q y
```

In ordinary notation,

\[
W(q,p)=\frac{1}{2\pi\hbar}\int e^{-ipy/\hbar}\,\psi(q+y/2)\,\psi^*(q-y/2)\,dy .
\]

Here `ħ` is a real parameter standing for the reduced Planck constant in whatever units are in use. The value of `wigner` is typed as a complex number.

```lean
/-- The local momentum moment of order `n`: the integral of `p ^ n W(q,p)` over `p`. -/
def moment (ħ : ℝ) (ψ : ℝ → ℂ) (q : ℝ) (n : ℕ) : ℂ :=
  ∫ p : ℝ, (p : ℂ) ^ n * wigner ħ ψ q p
```

This is \(M_n(q)\). Lean assigns the value 0 to an integral that does not converge, so the moment theorem below proves integrability as well as the value.

```lean
/-- The Wigner function is real. -/
theorem wigner_real (ħ : ℝ) (ψ : ℝ → ℂ) (q p : ℝ) :
    conj (wigner ħ ψ q p) = wigner ħ ψ q p := by
  -- conjugation of the integrand is the reflection `y → -y`
  have key : ∀ y : ℝ, conj (exp (-(I * p * y / ħ)) * pointSplit ψ ψ q y) =
      exp (-(I * p * ((-y : ℝ) : ℂ) / ħ)) * pointSplit ψ ψ q (-y) := by
    intro y
    rw [map_mul, ← Complex.exp_conj]
    congr 1
    · congr 1
      simp only [map_neg, map_div₀, map_mul, conj_I, conj_ofReal, ofReal_neg]
      ring
    · simp only [pointSplit, map_mul, Complex.conj_conj]
      rw [show q + -y / 2 = q - y / 2 by ring, show q - -y / 2 = q + y / 2 by ring]
      ring
  unfold wigner
  rw [map_mul, map_inv₀, conj_ofReal, ← integral_conj]
  congr 1
  simp only [key]
  exact integral_neg_eq_self
    (fun y : ℝ => exp (-(I * p * y / ħ)) * pointSplit ψ ψ q y) volume
```

The text between the theorem's name and `:=` is the statement; what follows `by` is the proof. The statement is \(W^*=W\). Conjugating the integrand flips the sign of the exponent and exchanges the roles of \(q+y/2\) and \(q-y/2\), which gives the original integrand at \(-y\). That is `key`. The integral over the whole line is unchanged by \(y\to-y\), which is `integral_neg_eq_self`.

## Moments as derivatives at zero separation

```lean
/-- The point-split product of a Schwartz wave function is a Schwartz function of the
separation `y`. -/
theorem pointSplit_schwartz (ψ : 𝓢(ℝ, ℂ)) (q : ℝ) :
    ∃ S : 𝓢(ℝ, ℂ), ∀ y, S y = pointSplit ψ ψ q y := by
  -- shifted and rescaled copies of `ψ` are Schwartz
  have shift : ∀ c : ℝ, |c| = 1 / 2 → ∃ f : 𝓢(ℝ, ℂ), ∀ y, f y = ψ (q + c * y) := by
    intro c hc
    have hg : Function.HasTemperateGrowth (fun y : ℝ => q + c * y) := by fun_prop
    have hup : ∃ (k : ℕ) (C : ℝ), ∀ y : ℝ, ‖y‖ ≤ C * (1 + ‖q + c * y‖) ^ k := by
      refine ⟨1, 2 * (1 + |q|), fun y => ?_⟩
      have h1 : |c * y| ≤ |q + c * y| + |q| := by
        have h := abs_sub (q + c * y) q
        rwa [add_sub_cancel_left] at h
      rw [abs_mul, hc] at h1
      rw [Real.norm_eq_abs, Real.norm_eq_abs, pow_one]
      nlinarith [mul_nonneg (abs_nonneg q) (abs_nonneg (q + c * y))]
    exact ⟨SchwartzMap.compCLM ℂ hg hup ψ, fun y => rfl⟩
  obtain ⟨f, hf⟩ := shift (1 / 2) (by norm_num)
  obtain ⟨g, hg⟩ := shift (-(1 / 2)) (by rw [abs_neg]; norm_num)
  have sf : ContDiff ℝ (⊤ : ℕ∞) f := f.smooth ⊤
  have sg : ContDiff ℝ (⊤ : ℕ∞) (fun x => conj (g x)) :=
    Complex.conjCLE.contDiff.comp (g.smooth ⊤)
  refine ⟨⟨fun x => f x * conj (g x), sf.mul sg, ?_⟩, fun y => ?_⟩
  · -- Leibniz rule for the decay of all derivatives
    intro k n
    choose A hA0 hA using fun i => f.decay k i
    choose B hB0 hB using fun i => g.decay 0 i
    refine ⟨∑ i ∈ Finset.range (n + 1), (n.choose i : ℝ) * A i * B (n - i), fun x => ?_⟩
    have hL := norm_iteratedFDeriv_mul_le sf sg x (n := n) (by exact_mod_cast le_top)
    refine (mul_le_mul_of_nonneg_left hL (by positivity)).trans ?_
    rw [Finset.mul_sum]
    refine Finset.sum_le_sum fun i _ => ?_
    have hc : ‖iteratedFDeriv ℝ (n - i) (fun x => conj (g x)) x‖ ≤ B (n - i) := by
      have h1 := Complex.conjLIE.norm_iteratedFDeriv_comp_left (g : ℝ → ℂ) x (n - i)
      have h2 := hB (n - i) x
      rw [pow_zero, one_mul] at h2
      exact h1.le.trans h2
    calc _ = (n.choose i : ℝ) * (‖x‖ ^ k * ‖iteratedFDeriv ℝ i f x‖) *
          ‖iteratedFDeriv ℝ (n - i) (fun x => conj (g x)) x‖ := by ring
      _ ≤ _ := mul_le_mul (mul_le_mul_of_nonneg_left (hA i x) (by positivity)) hc
          (norm_nonneg _) (mul_nonneg (by positivity) (hA0 i).le)
  · change f y * conj (g y) = _
    rw [hf, hg, pointSplit, show q + 1 / 2 * y = q + y / 2 by ring,
      show q + -(1 / 2) * y = q - y / 2 by ring]
```

The claim is that \(S(y)=\psi(q+y/2)\,\psi^*(q-y/2)\) is a Schwartz function of \(y\) at fixed \(q\).

First, `shift` shows that \(y\mapsto\psi(q+cy)\) with \(|c|=1/2\) is Schwartz. Decay in \(q+cy\) carries over to decay in \(y\) because

\[
|y|\le 2\left(|q+cy|+|q|\right)\le 2(1+|q|)(1+|q+cy|).
\]

Then the Leibniz rule bounds \(|y|^k\) times the \(n\)-th derivative of the product by a finite sum. In each term the first factor absorbs the power of \(y\), and the second is merely bounded.

```lean
/-- For a Schwartz function `g`, the integral of `(2πiξ) ^ n` times the Fourier transform of `g`
converges and equals the `n`-th derivative of `g` at the origin. -/
theorem fourier_moment (n : ℕ) : ∀ g : 𝓢(ℝ, ℂ),
    Integrable (fun ξ : ℝ => (2 * π * I * ξ) ^ n * 𝓕 (g : ℝ → ℂ) ξ) ∧
    ∫ ξ : ℝ, (2 * π * I * ξ) ^ n * 𝓕 (g : ℝ → ℂ) ξ = iteratedDeriv n g 0 := by
  induction n with
  | zero =>
    intro g
    have hi : Integrable (𝓕 (g : ℝ → ℂ)) := by
      rw [← SchwartzMap.fourier_coe]
      exact (𝓕 g).integrable
    -- Fourier inversion at the origin
    have h := congrFun (g.continuous.fourierInv_fourier_eq g.integrable hi) 0
    rw [Real.fourierInv_eq'] at h
    exact ⟨by simpa using hi, by simpa using h⟩
  | succ n ih =>
    intro g
    have hd : (SchwartzMap.derivCLM ℂ ℂ g : ℝ → ℂ) = deriv g := by ext x; rfl
    have hF := Real.fourier_deriv g.integrable g.differentiable
      (by rw [← hd]; exact SchwartzMap.integrable _)
    -- one factor of the frequency is one derivative
    have h := ih (SchwartzMap.derivCLM ℂ ℂ g)
    simp only [hd, hF, smul_eq_mul] at h
    have e : ∀ ξ : ℝ, (2 * π * I * ξ) ^ (n + 1) * 𝓕 (g : ℝ → ℂ) ξ =
        (2 * π * I * ξ) ^ n * (2 * π * I * ξ * 𝓕 (g : ℝ → ℂ) ξ) := fun ξ => by ring
    simp only [e]
    rw [iteratedDeriv_succ']
    exact h
```

For every Schwartz \(g\), the function \((2\pi i\xi)^n\hat g(\xi)\) is integrable and

\[
\int(2\pi i\xi)^n\,\hat g(\xi)\,d\xi=g^{(n)}(0).
\]

The proof is by induction on \(n\). For \(n=0\) this is Fourier inversion at the origin, \(\int\hat g\,d\xi=g(0)\). For the step, the transform of \(g'\) is \(2\pi i\xi\,\hat g(\xi)\), so the case \(n+1\) for \(g\) is the case \(n\) for \(g'\). This is why `∀ g` stands inside the statement being induced on.

```lean
/-- Every local momentum moment of the Wigner function converges, and the moment of order `n`
is `(-iħ) ^ n` times the `n`-th derivative of the point-split product at zero separation. -/
theorem wigner_moment {ħ : ℝ} (hħ : 0 < ħ) (ψ : 𝓢(ℝ, ℂ)) (q : ℝ) (n : ℕ) :
    Integrable (fun p : ℝ => (p : ℂ) ^ n * wigner ħ ψ q p) ∧
    moment ħ ψ q n = (-I * ħ) ^ n * iteratedDeriv n (pointSplit ψ ψ q) 0 := by
  obtain ⟨S, hS⟩ := pointSplit_schwartz ψ q
  have hpos : 0 < 2 * π * ħ := by positivity
  have hA : ((2 * π * ħ : ℝ) : ℂ) ≠ 0 := ofReal_ne_zero.mpr hpos.ne'
  have hh : (ħ : ℂ) ≠ 0 := ofReal_ne_zero.mpr hħ.ne'
  have hπ : (π : ℂ) ≠ 0 := ofReal_ne_zero.mpr Real.pi_ne_zero
  have hin : ∀ a b : ℝ, inner ℝ a b = a * b := fun a b => by simp [mul_comm]
  -- the Wigner function is a rescaled Fourier transform
  have hW : ∀ p : ℝ, wigner ħ ψ q p =
      ((2 * π * ħ : ℝ) : ℂ)⁻¹ * 𝓕 (S : ℝ → ℂ) (p / (2 * π * ħ)) := by
    intro p
    rw [wigner, Real.fourier_eq']
    congr 1
    refine integral_congr_ae (.of_forall fun y => ?_)
    simp only [smul_eq_mul, hS, hin]
    congr 2
    push_cast
    field_simp
  obtain ⟨F, hF⟩ : ∃ F : ℝ → ℂ,
      F = fun ξ : ℝ => (2 * π * I * ξ) ^ n * 𝓕 (S : ℝ → ℂ) ξ := ⟨_, rfl⟩
  have h1 : Integrable F := by rw [hF]; exact (fourier_moment n S).1
  have h2 : ∫ ξ, F ξ = iteratedDeriv n (pointSplit ψ ψ q) 0 := by
    rw [hF, ← (funext hS : (S : ℝ → ℂ) = pointSplit ψ ψ q)]
    exact (fourier_moment n S).2
  have e : ∀ p : ℝ, (p : ℂ) ^ n * wigner ħ ψ q p =
      (((2 * π * ħ : ℝ) : ℂ)⁻¹ * (-I * ħ) ^ n) * F (p / (2 * π * ħ)) := by
    intro p
    have hx : 2 * π * ((p / (2 * π * ħ) : ℝ) : ℂ) * ħ = p := by
      push_cast
      field_simp
    have hp : (-I * ħ) * (2 * π * I * ((p / (2 * π * ħ) : ℝ) : ℂ)) = p := by
      linear_combination hx - 2 * π * ((p / (2 * π * ħ) : ℝ) : ℂ) * ħ * I_sq
    have hpn := congrArg (· ^ n) hp
    simp only [mul_pow (-I * (ħ : ℂ))] at hpn
    rw [hW, hF, ← hpn]
    ring
  refine ⟨?_, ?_⟩
  · simp only [e]
    exact (h1.comp_div hpos.ne').const_mul _
  · simp only [moment, e]
    rw [integral_const_mul, Measure.integral_comp_div F, abs_of_pos hpos, h2, real_smul]
    linear_combination (-I * ħ) ^ n * iteratedDeriv n (pointSplit ψ ψ q) 0 *
      inv_mul_cancel₀ hA
```

The hypothesis `hħ` says \(\hbar>0\), and the symbol `∧` joins the two conclusions: \(p^nW(q,p)\) is integrable in \(p\), and

\[
M_n(q)=(-i\hbar)^n\,S^{(n)}(0).
\]

By hand, compare the exponents \(-ipy/\hbar\) and \(-2\pi iy\xi\). They agree for \(\xi=p/(2\pi\hbar)\), so \(W(q,p)=\hat S(\xi)/(2\pi\hbar)\), which is `hW`. Also \(p=2\pi\hbar\xi=(-i\hbar)(2\pi i\xi)\), which is `hp`. With \(dp=2\pi\hbar\,d\xi\) the prefactor cancels:

\[
M_n(q)=\int(2\pi\hbar\xi)^n\,\hat S(\xi)\,d\xi=(-i\hbar)^n\int(2\pi i\xi)^n\,\hat S(\xi)\,d\xi=(-i\hbar)^n\,S^{(n)}(0).
\]

The change of variable is `Measure.integral_comp_div`.

## Density, current and second moment

```lean
/-- Product rule for the point-split product in the separation `y`. -/
theorem deriv_pointSplit {a b : ℝ → ℂ} (ha : Differentiable ℝ a) (hb : Differentiable ℝ b)
    (q y : ℝ) : HasDerivAt (pointSplit a b q)
      ((pointSplit (deriv a) b q y - pointSplit a (deriv b) q y) / 2) y := by
  have h1 : HasDerivAt (fun y : ℝ => q + y / 2) (1 / 2) y :=
    ((hasDerivAt_id' y).div_const 2).const_add q
  have h2 : HasDerivAt (fun y : ℝ => q - y / 2) (-(1 / 2)) y :=
    ((hasDerivAt_id' y).div_const 2).const_sub q
  have ha1 := HasDerivAt.scomp y (ha (q + y / 2)).hasDerivAt h1
  have hb1 := HasDerivAt.scomp y (hb (q - y / 2)).hasDerivAt h2
  have h : HasDerivAt (pointSplit a b q) _ y := ha1.mul hb1.star
  refine h.congr_deriv ?_
  simp [pointSplit]
  ring
```

`HasDerivAt f d y` means that \(f\) is differentiable at \(y\) with derivative \(d\). The statement is the product rule

\[
\frac{d}{dy}\left[a(q+y/2)\,b^*(q-y/2)\right]=\frac12\left[a'(q+y/2)\,b^*(q-y/2)-a(q+y/2)\,b'^*(q-y/2)\right],
\]

where the minus sign comes from the inner derivative of \(q-y/2\).

```lean
/-- The zeroth moment is the position density. -/
theorem moment_zero {ħ : ℝ} (hħ : 0 < ħ) (ψ : 𝓢(ℝ, ℂ)) (q : ℝ) :
    moment ħ ψ q 0 = ((‖ψ q‖ ^ 2 : ℝ) : ℂ) := by
  rw [(wigner_moment hħ ψ q 0).2, iteratedDeriv_zero, pow_zero, one_mul, pointSplit,
    zero_div, add_zero, sub_zero, mul_conj, normSq_eq_norm_sq]
```

At \(n=0\) the general formula gives \(M_0=S(0)=\psi\psi^*=|\psi|^2\). This is a probability density if \(\psi\) is normalised, which the theorems do not require. The notation `((… : ℝ) : ℂ)` is a real number regarded as complex, so the equation also says that the imaginary part vanishes.

```lean
/-- The first moment is `ħ Im(conj ψ ψ')`. -/
theorem moment_one {ħ : ℝ} (hħ : 0 < ħ) (ψ : 𝓢(ℝ, ℂ)) (q : ℝ) :
    moment ħ ψ q 1 = ((ħ * (conj (ψ q) * deriv ψ q).im : ℝ) : ℂ) := by
  rw [(wigner_moment hħ ψ q 1).2, iteratedDeriv_one,
    (deriv_pointSplit ψ.differentiable ψ.differentiable q 0).deriv, pow_one]
  simp only [pointSplit, zero_div, add_zero, sub_zero]
  apply Complex.ext <;> simp <;> ring_nf <;> simp
```

The product rule at \(y=0\) gives \(S'(0)=\tfrac12(\psi'\psi^*-\psi\psi'^*)=i\,\mathrm{Im}(\psi^*\psi')\). Multiplying by \(-i\hbar\) yields \(M_1=\hbar\,\mathrm{Im}(\psi^*\psi')\). Lean compares real and imaginary parts separately, through `Complex.ext`.

```lean
/-- The derivative of a Schwartz wave function is differentiable. -/
theorem differentiable_deriv (ψ : 𝓢(ℝ, ℂ)) : Differentiable ℝ (deriv ψ) :=
  (SchwartzMap.derivCLM ℂ ℂ ψ).differentiable
```

The second derivative requires \(\psi'\) to be differentiable. It is, because the derivative of a Schwartz function is again Schwartz.

```lean
/-- The second moment is `(ħ²/2)(|ψ'|² - Re(conj ψ ψ''))`. -/
theorem moment_two {ħ : ℝ} (hħ : 0 < ħ) (ψ : 𝓢(ℝ, ℂ)) (q : ℝ) :
    moment ħ ψ q 2 = ((ħ ^ 2 / 2 *
      (‖deriv ψ q‖ ^ 2 - (conj (ψ q) * deriv (deriv ψ) q).re) : ℝ) : ℂ) := by
  have d0 := ψ.differentiable
  have d1 := differentiable_deriv ψ
  have hd : deriv (pointSplit ψ ψ q) = fun y =>
      (pointSplit (deriv ψ) ψ q y - pointSplit ψ (deriv ψ) q y) / 2 :=
    funext fun y => (deriv_pointSplit d0 d0 q y).deriv
  have hdd := ((deriv_pointSplit d1 d0 q 0).fun_sub (deriv_pointSplit d0 d1 q 0)).div_const 2
  have hsq : (-I * (ħ : ℂ)) ^ 2 = ((-ħ ^ 2 : ℝ) : ℂ) := by
    push_cast
    linear_combination (ħ : ℂ) ^ 2 * I_sq
  rw [(wigner_moment hħ ψ q 2).2, iteratedDeriv_succ, iteratedDeriv_one, hd, hdd.deriv, hsq]
  simp only [pointSplit, zero_div, add_zero, sub_zero]
  apply Complex.ext
  · rw [re_ofReal_mul, ofReal_re, Complex.sq_norm, normSq_apply]
    simp
    ring
  · rw [im_ofReal_mul, ofReal_im]
    simp
    ring_nf
    simp
```

Applying the product rule to each term of \(S'\) gives

\[
S''(0)=\tfrac14\left(\psi''\psi^*-2|\psi'|^2+\psi\psi''^*\right)=\tfrac12\left(\mathrm{Re}(\psi^*\psi'')-|\psi'|^2\right).
\]

The factor \((-i\hbar)^2=-\hbar^2\), which is `hsq`, turns this into the stated \(M_2\). In the code `hd` is the first derivative as a function of \(y\), and `hdd` is its derivative at zero.

## A local variance fixed by the density

```lean
/-- The unnormalised local momentum variance is `(ħ²/4)(ρ'² - ρ ρ'')`, where `ρ = |ψ|²` is
the position density. -/
theorem local_variance {ħ : ℝ} (hħ : 0 < ħ) (ψ : 𝓢(ℝ, ℂ)) (q : ℝ) (ρ : ℝ → ℝ)
    (hρ : ρ = fun x => ‖ψ x‖ ^ 2) :
    moment ħ ψ q 0 * moment ħ ψ q 2 - moment ħ ψ q 1 ^ 2 =
      ((ħ ^ 2 / 4 * (deriv ρ q ^ 2 - ρ q * deriv (deriv ρ) q) : ℝ) : ℂ) := by
  have h0 := fun x => (ψ.differentiable x).hasDerivAt
  have h1 := (differentiable_deriv ψ q).hasDerivAt
  have e1 : deriv ρ = fun x => 2 * inner ℝ (ψ x) (deriv ψ x) := by
    rw [hρ]
    exact funext fun x => (h0 x).norm_sq.deriv
  have e2 : deriv (deriv ρ) q = 2 * (inner ℝ (ψ q) (deriv (deriv ψ) q) +
      inner ℝ (deriv ψ q) (deriv ψ q)) := by
    rw [e1]
    exact (((h0 q).inner ℝ h1).const_mul 2).deriv
  rw [moment_zero hħ, moment_one hħ, moment_two hħ, e2, e1, hρ,
    ← ofReal_mul, ← ofReal_pow, ← ofReal_sub]
  congr 1
  simp only [Complex.inner, Complex.sq_norm, normSq_apply, mul_re, mul_im, conj_re, conj_im]
  ring

end

end WignerMomentumMoments
```

With \(\rho=|\psi|^2\), the theorem reads

\[
M_0M_2-M_1^2=\frac{\hbar^2}{4}\left(\rho'^2-\rho\rho''\right).
\]

The hypothesis `hρ` only gives the density its name. By hand, \(\rho'=2\,\mathrm{Re}(\psi^*\psi')\) and \(\rho''=2|\psi'|^2+2\,\mathrm{Re}(\psi^*\psi'')\); these are `e1` and `e2`, where `inner ℝ a b` is \(\mathrm{Re}(a^*b)\). Since \(\rho|\psi'|^2=|\psi^*\psi'|^2\) is the sum of the squared real and imaginary parts of \(\psi^*\psi'\),

\[
M_1^2=\hbar^2\left(\rho|\psi'|^2-\tfrac14\rho'^2\right).
\]

Subtracting this from \(M_0M_2\) leaves

\[
\hbar^2\left[\tfrac14\rho'^2-\tfrac12\rho\left(|\psi'|^2+\mathrm{Re}(\psi^*\psi'')\right)\right]=\frac{\hbar^2}{4}\left(\rho'^2-\rho\rho''\right).
\]

Nothing is divided by \(\rho\), so the identity holds at nodes too. Where \(\rho\neq0\), dividing by \(\rho^2\) gives the normalised variance \(M_2/M_0-(M_1/M_0)^2\).

The results on moments concern one pure state on the line at one instant. Mixed states, higher dimensions and wave functions that are not Schwartz, such as plane waves or functions with cusps, are not covered.

## A state with negative local variance

Take \(\hbar=1\) and \(\psi(x)=(1+x^2)\,e^{-x^2/2}\,e^{2ix}\) in dimensionless units. At \(q=0\) one finds \(\psi=1\), \(\psi'=2i\) and \(\psi''=1-4=-3\), so

\[
M_0=1,\qquad M_1=2,\qquad M_2=\tfrac12(4+3)=\tfrac72,\qquad M_0M_2-M_1^2=-\tfrac12 .
\]

The density is \(\rho=(1+x^2)^2e^{-x^2}=1+x^2+\dots\), with \(\rho'(0)=0\) and \(\rho''(0)=2\), and \(\tfrac14(0-2)=-\tfrac12\) agrees. This \(\psi\) is not normalised, but the local mean \(M_1/M_0=2\) and the normalised variance \(-\tfrac12\) do not depend on the norm. A negative variance is possible because \(W\) can take negative values.

```lean
#print axioms WignerMomentumMoments.wigner_real
#print axioms WignerMomentumMoments.wigner_moment
#print axioms WignerMomentumMoments.local_variance
```

```
'WignerMomentumMoments.wigner_real' depends on axioms: [propext, Classical.choice, Quot.sound]
'WignerMomentumMoments.wigner_moment' depends on axioms: [propext, Classical.choice, Quot.sound]
'WignerMomentumMoments.local_variance' depends on axioms: [propext, Classical.choice, Quot.sound]
```
